# With r_(L+1) = 0, the static-bath coherence does not decay to zero at any finite depth L

Let a transition frequency have a shift that is constant in time and Gaussian over an ensemble, with mean 0 and variance c > 0. Let r_0 be the averaged coherence, with the mean frequency removed and divided by its initial value. Cut after the first auxiliary level r_1, its equations of motion are r_0' = −i r_1 and r_1' = −i c r_0. Started from r_0 = 1 and r_1 = 0, these two equations give r_0(t) = cos(√c t), which keeps oscillating, whereas the Gaussian dephasing they approximate gives exp(−c t²/2). Adding more levels before setting the next one to zero does not restore the decay.

```lean
import Mathlib

open Filter Topology
open Complex (I)

namespace StaticBathHierarchy

noncomputable section

/-- Right-hand side of the hierarchy at level `n`: `-i (x_(n+1) + n c x_(n-1))`. -/
def rate (c : ℝ) (x : ℕ → ℂ) (n : ℕ) : ℂ :=
  -I * (x (n + 1) + (n : ℂ) * c * x (n - 1))

/-- The amplitudes `r n t` solve the hierarchy cut at depth `L`, with `r_(L+1) = 0`, starting from
`r_0 = 1` with levels `1, ..., L` at zero. -/
structure IsTruncated (c : ℝ) (L : ℕ) (r : ℕ → ℝ → ℂ) : Prop where
  eqn : ∀ n ≤ L, ∀ t, HasDerivAt (r n) (rate c (fun m => r m t) n) t
  closure : ∀ t, r (L + 1) t = 0
  init : ∀ n ≤ L, r n 0 = if n = 0 then 1 else 0

/-- A vector of levels `0, ..., L`, continued by zero to all higher levels. -/
def pad (L : ℕ) (v : Fin (L + 1) → ℂ) (n : ℕ) : ℂ :=
  if h : n < L + 1 then v ⟨n, h⟩ else 0

/-- The generator of the truncated hierarchy as a linear operator on the levels `0, ..., L`. -/
def generator (c : ℝ) (L : ℕ) : (Fin (L + 1) → ℂ) →L[ℝ] (Fin (L + 1) → ℂ) :=
  LinearMap.toContinuousLinearMap
    { toFun := fun v k => rate c (pad L v) k
      map_add' := by
        intro v w
        funext k
        simp only [rate, pad, Pi.add_apply]
        split_ifs <;> ring
      map_smul' := by
        intro a v
        funext k
        simp only [rate, pad, Pi.smul_apply, RingHom.id_apply, Complex.real_smul]
        split_ifs <;> ring }

/-- Level `n` at time `t` of the exponential of `t` times the generator, applied to the initial
vector and continued by zero above level `L`. -/
def truncatedSolution (c : ℝ) (L n : ℕ) (t : ℝ) : ℂ :=
  pad L (NormedSpace.exp (t • generator c L) (Pi.single 0 1)) n

/-- At every depth `L` the amplitudes `truncatedSolution c L` solve the truncated hierarchy. -/
theorem truncatedSolution_witness (c : ℝ) (L : ℕ) :
    IsTruncated c L (truncatedSolution c L) where
  eqn n hn t := by
    have hn' : n < L + 1 := by omega
    have hd : HasDerivAt
        (fun s : ℝ => NormedSpace.exp (s • generator c L) (Pi.single 0 1))
        (generator c L (NormedSpace.exp (t • generator c L) (Pi.single 0 1))) t :=
      ((hasDerivAt_exp_smul_const' (generator c L) t).clm_apply
        (hasDerivAt_const t (Pi.single 0 1))).congr_deriv (by simp)
    have e : truncatedSolution c L n = fun s : ℝ =>
        NormedSpace.exp (s • generator c L) (Pi.single 0 1) ⟨n, hn'⟩ := by
      funext s
      simp only [truncatedSolution, pad, dif_pos hn']
    rw [e]
    exact hasDerivAt_pi.1 hd ⟨n, hn'⟩
  closure t := by simp [truncatedSolution, pad]
  init n hn := by
    have hn' : n < L + 1 := by omega
    -- at time zero the propagator is the identity
    have hexp : NormedSpace.exp ((0 : ℝ) • generator c L) = 1 :=
      (congrArg NormedSpace.exp (zero_smul ℝ (generator c L))).trans NormedSpace.exp_zero
    have e : truncatedSolution c L n 0 = (Pi.single 0 1 : Fin (L + 1) → ℂ) ⟨n, hn'⟩ := by
      simp only [truncatedSolution, pad, dif_pos hn']
      exact congrFun (congrArg (fun A : (Fin (L + 1) → ℂ) →L[ℝ] (Fin (L + 1) → ℂ) =>
        A (Pi.single 0 1)) hexp) ⟨n, hn'⟩
    rw [e]
    simp [Pi.single_apply, Fin.ext_iff]

variable {c : ℝ} {L : ℕ} {r : ℕ → ℝ → ℂ}

/-- The squared modulus of an amplitude changes at the rate `2 Re (conj f * f')`. -/
theorem hasDerivAt_normSq {f : ℝ → ℂ} {f' : ℂ} {t : ℝ} (h : HasDerivAt f f' t) :
    HasDerivAt (fun s => Complex.normSq (f s))
      (2 * ((f t).re * f'.re + (f t).im * f'.im)) t := by
  have hr : HasDerivAt (fun s => (f s).re) f'.re t :=
    Complex.reCLM.hasFDerivAt.comp_hasDerivAt t h
  have hi : HasDerivAt (fun s => (f s).im) f'.im t :=
    Complex.imCLM.hasFDerivAt.comp_hasDerivAt t h
  simp only [Complex.normSq_apply]
  exact ((hr.fun_mul hr).fun_add (hi.fun_mul hi)).congr_deriv (by ring)

/-- For `c > 0` the weight held in levels `0, ..., N`, with `N ≤ L`, changes only by the
current between levels `N` and `N + 1`. -/
theorem weight_balance (hc : 0 < c) (h : IsTruncated c L r) (t : ℝ) (N : ℕ) (hN : N ≤ L) :
    HasDerivAt
      (fun s => ∑ n ∈ Finset.range (N + 1), Complex.normSq (r n s) / (n.factorial * c ^ n))
      (2 * ((r N t).re * (r (N + 1) t).im - (r N t).im * (r (N + 1) t).re)
        / (N.factorial * c ^ N)) t := by
  have hre : ∀ n, (rate c (fun m => r m t) n).re
      = (r (n + 1) t).im + n * c * (r (n - 1) t).im := by
    intro n
    simp only [rate, Complex.mul_re, Complex.mul_im, Complex.neg_re, Complex.neg_im,
      Complex.I_re, Complex.I_im, Complex.add_re, Complex.add_im, Complex.natCast_re,
      Complex.natCast_im, Complex.ofReal_re, Complex.ofReal_im]
    ring
  have him : ∀ n, (rate c (fun m => r m t) n).im
      = -((r (n + 1) t).re + n * c * (r (n - 1) t).re) := by
    intro n
    simp only [rate, Complex.mul_re, Complex.mul_im, Complex.neg_re, Complex.neg_im,
      Complex.I_re, Complex.I_im, Complex.add_re, Complex.add_im, Complex.natCast_re,
      Complex.natCast_im, Complex.ofReal_re, Complex.ofReal_im]
    ring
  induction N with
  | zero =>
    have h0 := (hasDerivAt_normSq (h.eqn 0 hN t)).div_const ((Nat.factorial 0 : ℝ) * c ^ 0)
    simp only [zero_add, Finset.sum_range_one]
    refine h0.congr_deriv ?_
    rw [hre, him]
    simp only [zero_add, Nat.cast_zero]
    ring
  | succ N ih =>
    have h2 := (hasDerivAt_normSq (h.eqn (N + 1) hN t)).div_const
      (((N + 1).factorial : ℝ) * c ^ (N + 1))
    simp only [Finset.sum_range_succ _ (N + 1)]
    refine ((ih (by omega)).fun_add h2).congr_deriv ?_
    -- the current entering from below cancels
    have hf : (N.factorial : ℝ) ≠ 0 := by positivity
    rw [hre, him]
    simp only [Nat.add_sub_cancel, Nat.factorial_succ]
    push_cast
    field_simp
    ring

/-- For `c > 0` the total weight `∑ |r_n|² / (n! cⁿ)` of the truncated hierarchy is 1
at all times. -/
theorem weight_conserved (hc : 0 < c) (h : IsTruncated c L r) (t : ℝ) :
    ∑ n ∈ Finset.range (L + 1), Complex.normSq (r n t) / (n.factorial * c ^ n) = 1 := by
  have hd := fun s => weight_balance hc h s L le_rfl
  have hconst := is_const_of_deriv_eq_zero (fun s => (hd s).differentiableAt)
    (fun s => by rw [(hd s).deriv, h.closure s]; simp) t 0
  refine hconst.trans ?_
  rw [Finset.sum_eq_single 0]
  · simp [h.init 0 (Nat.zero_le L)]
  · intro n hn hn0
    rw [h.init n (by have := Finset.mem_range.1 hn; omega)]
    simp [hn0]
  · simp

/-- If a signal tends to zero and its second derivative is bounded, its first derivative
tends to zero. -/
theorem tendsto_deriv_zero {f g g' : ℝ → ℂ} (hf : ∀ t, HasDerivAt f (g t) t)
    (hg : ∀ t, HasDerivAt g (g' t) t) (hB : ∃ B, ∀ t, ‖g' t‖ ≤ B)
    (h0 : Tendsto f atTop (𝓝 0)) : Tendsto g atTop (𝓝 0) := by
  obtain ⟨B, hB⟩ := hB
  have hK : 0 < B + 1 := by linarith [norm_nonneg (g' 0), hB 0]
  rw [Metric.tendsto_atTop] at h0 ⊢
  intro ε hε
  obtain ⟨d, hd, hKd⟩ : ∃ d : ℝ, 0 < d ∧ (B + 1) * d = ε / 2 :=
    ⟨ε / 2 / (B + 1), by positivity, by field_simp⟩
  obtain ⟨T, hT⟩ := h0 (d * ε / 4) (by positivity)
  refine ⟨T, fun t ht => ?_⟩
  have h1 := hT t ht
  have h2 := hT (t + d) (by linarith)
  rw [dist_zero_right] at h1 h2 ⊢
  -- compare f with its tangent on [t, t + d]
  have hm := Convex.norm_image_sub_le_of_norm_hasDerivWithin_le
    (f := fun s : ℝ => f s - s • g t) (f' := fun s => g s - g t) (C := ε / 2)
    (s := Set.Icc t (t + d)) (x := t) (y := t + d)
    (fun s _ => (((hf s).fun_sub ((hasDerivAt_id' s).smul_const (g t))).congr_deriv
      (by rw [one_smul])).hasDerivWithinAt)
    (fun s hs => by
      have hl := Convex.norm_image_sub_le_of_norm_hasDerivWithin_le (s := Set.univ)
        (fun x _ => (hg x).hasDerivWithinAt) (fun x _ => (hB x).trans (by linarith : B ≤ B + 1))
        convex_univ (Set.mem_univ t) (Set.mem_univ s)
      rw [Real.norm_eq_abs, abs_of_nonneg (by linarith [hs.1])] at hl
      nlinarith [hs.2])
    (convex_Icc _ _) ⟨le_rfl, by linarith⟩ ⟨by linarith, le_rfl⟩
  rw [add_sub_cancel_left, Real.norm_eq_abs, abs_of_pos hd] at hm
  have e : d • g t = f (t + d) - f t - ((f (t + d) - (t + d) • g t) - (f t - t • g t)) := by
    module
  have h3 : d * ‖g t‖ = ‖d • g t‖ := by rw [norm_smul, Real.norm_eq_abs, abs_of_pos hd]
  have h4 := norm_sub_le (f (t + d) - f t) ((f (t + d) - (t + d) • g t) - (f t - t • g t))
  rw [← e, ← h3] at h4
  have h5 := norm_sub_le (f (t + d)) (f t)
  exact lt_of_mul_lt_mul_left (by linarith : d * ‖g t‖ < d * ε) hd.le

/-- If the two neighbours of level `n` stay bounded, so does the rate at level `n`. -/
theorem rate_bounded {u : ℕ → ℝ → ℂ} {n : ℕ} (h1 : ∃ B, ∀ t, ‖u (n + 1) t‖ ≤ B)
    (h2 : ∃ B, ∀ t, ‖u (n - 1) t‖ ≤ B) : ∃ B, ∀ t, ‖rate c (fun m => u m t) n‖ ≤ B := by
  obtain ⟨B₁, h1⟩ := h1
  obtain ⟨B₂, h2⟩ := h2
  refine ⟨B₁ + ‖(n : ℂ) * c‖ * B₂, fun t => ?_⟩
  rw [rate, norm_mul, norm_neg, Complex.norm_I, one_mul]
  refine (norm_add_le _ _).trans ?_
  rw [norm_mul ((n : ℂ) * c)]
  exact add_le_add (h1 t) (mul_le_mul_of_nonneg_left (h2 t) (norm_nonneg _))

/-- For `c > 0` and any depth `L`, the coherence `r_0` of the truncated hierarchy does not
tend to zero at long times. -/
theorem truncated_coherence_not_tendsto_zero (hc : 0 < c) (h : IsTruncated c L r) :
    ¬ Tendsto (r 0) atTop (𝓝 0) := by
  intro h0
  -- the conserved weight bounds every level
  have hb : ∀ n ≤ L + 1, ∃ B, ∀ t, ‖r n t‖ ≤ B := by
    intro n hn
    rcases Nat.lt_or_ge n (L + 1) with hl | hl
    · refine ⟨n.factorial * c ^ n + 1, fun t => ?_⟩
      have hs := Finset.single_le_sum
        (f := fun n => Complex.normSq (r n t) / (n.factorial * c ^ n))
        (fun i _ => div_nonneg (Complex.normSq_nonneg _) (by positivity))
        (Finset.mem_range.2 hl)
      rw [weight_conserved hc h t] at hs
      have hw : (0 : ℝ) < n.factorial * c ^ n := by positivity
      have hq := (div_le_iff₀ hw).1 hs
      rw [Complex.normSq_eq_norm_sq] at hq
      nlinarith [sq_nonneg (‖r n t‖ - 1), norm_nonneg (r n t)]
    · obtain rfl : n = L + 1 := by omega
      exact ⟨0, fun t => by rw [h.closure t, norm_zero]⟩
  -- decay climbs the hierarchy level by level
  have hall : ∀ n ≤ L, Tendsto (r n) atTop (𝓝 0) ∧ Tendsto (r (n - 1)) atTop (𝓝 0) := by
    intro n
    induction n with
    | zero => exact fun _ => ⟨h0, h0⟩
    | succ n ih =>
      intro hn
      obtain ⟨i1, i2⟩ := ih (by omega)
      have hg := tendsto_deriv_zero (h.eqn n (by omega))
        (g' := fun t => rate c (fun m => rate c (fun k => r k t) m) n)
        (fun t => ((h.eqn (n + 1) hn t).fun_add
          ((h.eqn (n - 1) (by omega) t).const_mul ((n : ℂ) * c))).const_mul (-I))
        (rate_bounded (u := fun m t => rate c (fun k => r k t) m)
          (rate_bounded (hb _ (by omega)) (hb _ (by omega)))
          (rate_bounded (hb _ (by omega)) (hb _ (by omega)))) i1
      have hs := (hg.const_mul I).sub (i2.const_mul ((n : ℂ) * c))
      rw [mul_zero, mul_zero, sub_zero] at hs
      refine ⟨hs.congr fun t => ?_, by rw [Nat.add_sub_cancel]; exact i1⟩
      simp only [rate]
      linear_combination (-(r (n + 1) t + (n : ℂ) * c * r (n - 1) t)) * Complex.I_mul_I
  -- the total weight would vanish, yet it equals one
  have hsum : Tendsto (fun t => ∑ n ∈ Finset.range (L + 1),
      Complex.normSq (r n t) / (n.factorial * c ^ n)) atTop
      (𝓝 (∑ n ∈ Finset.range (L + 1), Complex.normSq 0 / (n.factorial * c ^ n))) :=
    tendsto_finsetSum _ fun n hn =>
      ((Complex.continuous_normSq.tendsto 0).comp
        (hall n (by have := Finset.mem_range.1 hn; omega)).1).div_const _
  simp only [weight_conserved hc h, map_zero, zero_div, Finset.sum_const_zero] at hsum
  exact one_ne_zero (tendsto_nhds_unique tendsto_const_nhds hsum)

/-- The Gaussian amplitudes `(-i c t)ⁿ exp(-c t² / 2)`. -/
def gaussian (c : ℝ) (n : ℕ) (t : ℝ) : ℂ :=
  (-I * c * t) ^ n * Complex.exp (-(c : ℂ) / 2 * (t : ℂ) ^ 2)

/-- The Gaussian amplitudes solve the untruncated hierarchy with the same initial data. -/
theorem gaussian_solves (c : ℝ) (n : ℕ) :
    gaussian c n 0 = (if n = 0 then 1 else 0) ∧
      ∀ t, HasDerivAt (gaussian c n) (rate c (fun m => gaussian c m t) n) t := by
  refine ⟨by simp [gaussian, zero_pow_eq], fun t => ?_⟩
  have ht : HasDerivAt (fun s : ℝ => (s : ℂ)) 1 t := by
    simpa using (hasDerivAt_id t).ofReal_comp
  have hsq : HasDerivAt (fun s : ℝ => (s : ℂ) ^ 2) (2 * t) t := by
    simpa using ht.fun_pow 2
  refine (((ht.const_mul (-I * c)).fun_pow n).fun_mul
    (hsq.const_mul (-(c : ℂ) / 2)).cexp).congr_deriv ?_
  simp only [rate, gaussian]
  linear_combination (-(c * t * (-I * c * t) ^ n
    * Complex.exp (-(c : ℂ) / 2 * (t : ℂ) ^ 2))) * Complex.I_mul_I

/-- For `c > 0` the untruncated coherence `exp(-c t² / 2)` tends to zero at long times. -/
theorem gaussian_coherence_tendsto_zero (hc : 0 < c) :
    Tendsto (gaussian c 0) atTop (𝓝 0) := by
  have h1 : Tendsto (fun t : ℝ => Real.exp (-c / 2 * t ^ 2)) atTop (𝓝 0) :=
    Real.tendsto_exp_atBot.comp
      (Tendsto.const_mul_atTop_of_neg (by linarith) (tendsto_pow_atTop two_ne_zero))
  have h2 := (Complex.continuous_ofReal.tendsto 0).comp h1
  rw [Complex.ofReal_zero] at h2
  refine h2.congr fun t => ?_
  simp [gaussian]

end

end StaticBathHierarchy
```

```lean
#print axioms StaticBathHierarchy.truncated_coherence_not_tendsto_zero
#print axioms StaticBathHierarchy.gaussian_solves
#print axioms StaticBathHierarchy.gaussian_coherence_tendsto_zero
```

```
'StaticBathHierarchy.truncated_coherence_not_tendsto_zero' depends on axioms: [propext, Classical.choice, Quot.sound]
'StaticBathHierarchy.gaussian_solves' depends on axioms: [propext, Classical.choice, Quot.sound]
'StaticBathHierarchy.gaussian_coherence_tendsto_zero' depends on axioms: [propext, Classical.choice, Quot.sound]
```

## A frequency that is random but frozen

Take a two-level system whose transition frequency is shifted by an amount ξ, constant in time during each run and Gaussian over the ensemble, with mean 0 and variance c. With ħ = 1 and the mean frequency removed, the averaged coherence, divided by its initial value, is r_0(t) = ⟨exp(−iξt)⟩. Let H_n be the Hermite polynomials for this variance, with H_0 = 1 and ξ H_n = H_(n+1) + n c H_(n−1). Differentiating r_n = ⟨H_n(ξ) exp(−iξt)⟩ then gives

r_n' = −i (r_(n+1) + n c r_(n−1)).

At t = 0 the averages are r_0 = 1 and, because H_n is orthogonal to H_0 = 1 under the Gaussian, r_n = 0 for n ≥ 1. This is a hierarchy of equations of motion for a bath without relaxation. The Lean file starts from these equations and initial values; their derivation from the random frequency is the step that its hypotheses do not contain.

`rate` is the right-hand side. At n = 0 Lean reads `n - 1` as 0, which is harmless because the factor n removes the term. `IsTruncated c L r` says that the equations hold for n ≤ L at every real time, that r_(L+1) = 0 at all times, and that r_0(0) = 1 while levels 1 to L start at 0. Levels above L + 1 are unrestricted and play no part.

The main theorem, `truncated_coherence_not_tendsto_zero`, says that for c > 0 every such solution has an r_0 that does not tend to 0 as t → +∞. It gives no recurrence time and no error estimate at finite times. Solutions exist at every depth: `truncatedSolution_witness` builds one by applying the exponential of the finite generator to the initial vector, with `pad` supplying zeros above level L.

For simulations of this undamped pure-dephasing model, the result means that coherence surviving at long times can be an artefact of the cut. Hierarchies with damping terms, or with a different closure, are a separate matter.

## A weight that cannot leave

Divide each squared modulus |r_n|² by n! cⁿ and call the result the weight of level n. From the equations of motion,

d|r_n|²/dt = 2 Re(r_n* r_n') = 2 Im(r_n* r_(n+1)) − 2 n c Im(r_(n−1)* r_n).

Define the current

J_n = 2 Im(r_n* r_(n+1)) / (n! cⁿ).

Since n c/(n! cⁿ) = 1/((n−1)! cⁿ⁻¹) for n ≥ 1, the weight of level n changes at the rate J_n − J_(n−1); for n = 0 the rate is J_0. Summing over levels 0 to N leaves only J_N.

In Lean, `hasDerivAt_normSq` differentiates the squared modulus, and `weight_balance` does the sum by induction on N, the current from below cancelling at each step. At N = L the closure gives J_L = 0, so the total is constant, and the initial data fix its value:

Σ_(n=0..L) |r_n|² / (n! cⁿ) = 1.

This is `weight_conserved`. It also bounds every level, since |r_n|² ≤ n! cⁿ.

## Decay would have to climb to the top

Suppose that r_0 → 0. To pass this on to r_1 we need r_0' → 0, which `tendsto_deriv_zero` supplies for any f → 0 with f' = g and |g'| ≤ B. Given ε > 0, put K = B + 1 and d = ε/(2K). On [t, t + d] the derivative g differs from g(t) by at most K d = ε/2, so

|f(t + d) − f(t) − d g(t)| ≤ d ε/2.

For late t both |f(t)| and |f(t + d)| are below d ε/4. Hence d |g(t)| < d ε, that is, |g(t)| < ε. The Lean proof uses the mean-value inequality twice, once for g and once for f minus its linear part.

Now let n + 1 ≤ L, and suppose that r_n → 0 and, if n ≥ 1, that r_(n−1) → 0 as well. The second derivative r_n'' is a combination of the rates of neighbouring levels, and these are bounded because the amplitudes are; `rate_bounded`, applied in two layers, records this. So r_n' → 0, and the equation of motion gives

r_(n+1) = i r_n' − n c r_(n−1) → 0.

The induction `hall` carries two adjacent levels for this reason. All levels up to L would vanish, and the total weight with them, although it equals 1. This contradiction proves the theorem. For L = 0 there is nothing to climb: r_0 = 1 throughout.

## The Gaussian solution without a cut

The untruncated hierarchy is solved by

r_n(t) = (−i c t)ⁿ exp(−c t²/2).

Differentiating the power gives −i n c r_(n−1). Differentiating the exponential gives −c t r_n = −i r_(n+1). `gaussian_solves` checks this together with the initial data, and `gaussian_coherence_tendsto_zero` obtains the decay of r_0 for c > 0 from that of the real exponential.

## Depth two in numbers

Take L = 2 and c = 1. Then r_1'' = −3 r_1 with r_1(0) = 0 and r_1'(0) = −i, so

r_1 = −(i/√3) sin(√3 t)
r_0 = (2 + cos(√3 t))/3
r_2 = −(2/3)(1 − cos(√3 t)).

At t = π/√3 ≈ 1.81 the amplitudes are 1/3, 0 and −4/3, and the weight is 1/9 + (16/9)/2 = 1. The coherence never falls below 1/3. At t = 2π/√3 ≈ 3.63 it is back at 1, where the Gaussian value is about 0.0014.

## Letting the next level move

Without the condition r_(L+1) = 0 the conclusion fails already at L = 0. With c = 1, take r_0 = exp(−t²/2) and r_1 = −i t exp(−t²/2). The equation r_0' = −i r_1 and the initial value r_0(0) = 1 both hold, yet r_0 → 0: the weight escapes through the level that the closure would have held at zero.
